# The metric 1 + X†X gives every nonzero large component a positive squared norm

For a finite complex matrix X taking a large component v to a small component Xv, `metric_pos` states that v†(1 + X†X)v is strictly positive whenever v is nonzero. X is otherwise arbitrary, and v need not be normalised; divided by v†v, the squared norm becomes 1 + (Xv)†(Xv)/(v†v). The attempt splits the squared norm into v†v, which is positive, and (Xv)†(Xv), which is nonnegative, and adds the two bounds.

The failing Lean file:

```lean
import Mathlib

open Matrix
open scoped ComplexOrder

namespace MetricPos

noncomputable section

variable {m n : Type*} [Fintype m] [DecidableEq m] [Fintype n]

/-- The metric `S = 1 + XᴴX` on large components. -/
def metric (X : Matrix n m ℂ) : Matrix m m ℂ := 1 + Xᴴ * X

/-- The metric `1 + XᴴX` gives every nonzero large component a positive squared norm. -/
theorem metric_pos (X : Matrix n m ℂ) {v : m → ℂ} (hv : v ≠ 0) :
    0 < star v ⬝ᵥ (metric X *ᵥ v) := by
  have h1 : 0 < star v ⬝ᵥ v := by
    rw [dotProduct_comm]
    exact lt_of_le_of_ne (dotProduct_star_self_nonneg v)
      (fun h => hv (dotProduct_star_self_eq_zero.mp h.symm))
  have h2 : 0 ≤ star (X *ᵥ v) ⬝ᵥ (X *ᵥ v) := by
    rw [dotProduct_comm]
    exact dotProduct_star_self_nonneg _
  -- the squared norm is the large part plus the small part
  have h3 : star v ⬝ᵥ (metric X *ᵥ v)
      = star v ⬝ᵥ v + star (X *ᵥ v) ⬝ᵥ (X *ᵥ v) := by
    rw [metric, add_mulVec, one_mulVec, dotProduct_add, ← mulVec_mulVec,
      dotProduct_mulVec (star v) Xᴴ, ← star_mulVec]
  rw [h3]
  exact add_pos_of_pos_of_nonneg h1 h2

end

end MetricPos
```

The compiler's answer:

```
Main.lean:20:25: error: Application type mismatch: The argument
  dotProduct_star_self_nonneg v
has type
  0 ≤ star v ⬝ᵥ v
but is expected to have type
  0 ≤ v ⬝ᵥ star v
in the application
  lt_of_le_of_ne (dotProduct_star_self_nonneg v)
Main.lean:21:52: error: Application type mismatch: The argument
  Eq.symm h
has type
  v ⬝ᵥ star v = 0
but is expected to have type
  star v ⬝ᵥ v = 0
in the application
  dotProduct_star_self_eq_zero.mp (Eq.symm h)
Main.lean:24:4: error: Type mismatch
  dotProduct_star_self_nonneg ?m.117
has type
  0 ≤ star ?m.117 ⬝ᵥ ?m.117
but is expected to have type
  0 ≤ X *ᵥ v ⬝ᵥ star (X *ᵥ v)
```

What went wrong. All three errors come from the order of the factors in a dot product. In `h1` the goal starts as `0 < star v ⬝ᵥ v`, and `rw [dotProduct_comm]` turns it into `0 < v ⬝ᵥ star v`. But `dotProduct_star_self_nonneg v` proves `0 ≤ star v ⬝ᵥ v`, with the starred vector first, so it no longer fits. The second message is the same mismatch for the zero case: `dotProduct_star_self_eq_zero.mp` expects `star v ⬝ᵥ v = 0`, while `h.symm` has the swapped product. The third is the same again in `h2`, with `X *ᵥ v` in place of `v`.

The two orders are equal by commutativity, but Lean does not apply that equality by itself when it checks whether the types match. The goals were already in the form the lemmas use, and the rewrites took them out of it. Deleting the first `rw` cures both errors in `h1`, and deleting the second cures the one in `h2`.

Lean accepts the file once it reads:

```diff
@@ -17,9 +17,7 @@
     0 < star v ⬝ᵥ (metric X *ᵥ v) := by
   have h1 : 0 < star v ⬝ᵥ v := by
-    rw [dotProduct_comm]
     exact lt_of_le_of_ne (dotProduct_star_self_nonneg v)
       (fun h => hv (dotProduct_star_self_eq_zero.mp h.symm))
   have h2 : 0 ≤ star (X *ᵥ v) ⬝ᵥ (X *ᵥ v) := by
-    rw [dotProduct_comm]
     exact dotProduct_star_self_nonneg _
   -- the squared norm is the large part plus the small part
```
